# On a U(1) ring with trivial links and N ≥ 5 sites, the Landau gauge functional has a local maximum below its global one

I fix Landau gauge on a periodic ring of $N=8$ sites with trivial U(1) links, describing the gauge transformation by one real angle $\theta_x$ per site and maximising $\sum_x\cos(\theta_{x+1}-\theta_x)$. Constant angles give 8. Yet when I update one site at a time, some starting angles lead to about 5.657, and there the sweep stops. There is no field at all here, so what could hold it back? Is this slow convergence, or would the functional rise if I moved all the angles together?

## The sweep has stopped at a genuine local maximum

"Local maximum" needs a notion of nearby gauge transformations, and the choice made here is the space $\mathbb{R}^N$ of real angles, in which all sites may move at once. Nothing identifies $\theta_x$ with $\theta_x+2\pi$; that periodicity enters only through the cosine. In this sense your configuration is a local maximum, and moving the angles together by small amounts doesn't help. Its value is $8\cos(2\pi/8)\approx 5.657$, and its angles wind once around the ring.

Write $g_x=e^{i\theta_x}$ and let $U_x$ be the link from $x$ to $x+1$. The functional is

$$F(\theta)=\sum_x \mathrm{Re}\,(\bar g_x U_x g_{x+1})=\sum_x\cos(\theta_{x+1}-\theta_x)\qquad (U_x=1).$$

Take $\theta_x=2\pi kx/N$ for $x=0,\dots,N-1$, with an integer winding number $k$, and set $a=2\pi k/N$. Inside the ring each angle difference is $a$. The closing link, from $N-1$ to $0$, has difference $-2\pi k(N-1)/N=a-2\pi k$, which has the same cosine. Hence $F=N\cos a$.

Now add an arbitrary perturbation $\varphi_x$. Dropping multiples of $2\pi$, the link angles become

$$\ell_x=a+\varphi_{x+1}-\varphi_x,\qquad \sum_x \ell_x=Na,$$

because the differences of $\varphi$ cancel around the ring. If $4|k|<N$, then $|a|<\pi/2$, and for small enough $\varphi$ every $\ell_x$ stays in $[-\pi/2,\pi/2]$. Cosine is concave there, so Jensen's inequality gives

$$\frac1N\sum_x\cos \ell_x\le\cos\Big(\frac1N\sum_x \ell_x\Big)=\cos a .$$

So $F\le N\cos a$ near the winding configuration. This also says what holds the sweep back: the mean link angle is fixed by the winding, and the functional cannot exceed $N\cos a$ unless some $\ell_x$ leaves $[-\pi/2,\pi/2]$.

Each cosine is at most 1, so $F\le N$ everywhere, with equality for constant angles. For $k\neq0$ and $4|k|<N$ we have $0<|a|<\pi/2$, hence $\cos a<1$ and $N\cos a<N$. The case $k=1$ requires $N\ge5$.

### Four sites are too few

At $N=4$, $k=1$ the link angle is $a=\pi/2$, at the edge of the concave region, and $F=4\cos(\pi/2)=0$. Perturb by $\varphi=t\,(0,2,1,0)$. The link angles change by $2t,-t,-t,0$, and since $\cos(\pi/2+y)=-\sin y$,

$$F=-\sin 2t+2\sin t=2\sin t\,(1-\cos t)>0$$

for small $t>0$. The configuration is therefore not a local maximum, and $N\ge5$ cannot be weakened to $N\ge4$. The condition $k\ne0$ matters only for the strict inequality: at $k=0$ the value is $N$ itself.

### What the theorems say

The sites are `ZMod N`, so `x + 1` wraps around the ring, and `x.val` is the representative between $0$ and $N-1$. `gaugeFunctional` accepts arbitrary complex links and site factors; `landau` specialises it to links equal to 1, meaning zero gauge field and no flux through the ring, and to site factors $e^{i\theta_x}$. Many texts transform links as $g_xU_x\bar g_{x+1}$; the convention here is the conjugate one, which amounts to $\theta\to-\theta$. The letter `k` is a winding number, not a wavenumber.

The main theorem, `gribov_copy`, says that for $N\ge5$ and $\theta_x=2\pi x/N$:

- `IsLocalMax landau θ`: no configuration in some neighbourhood of $\theta$ in $\mathbb{R}^N$ has a larger functional. The inequality is not strict, and it can't be, since adding one constant to all angles changes nothing.
- The value is $N\cos(2\pi/N)$, and it is less than $N$.
- `IsGreatest (Set.range landau) N`, written with a type annotation in the file: $N$ is attained and is an upper bound.

`isLocalMax_winding` and `landau_winding_lt` treat every $k$ with $4|k|<N$, the second also requiring $k\neq0$. `not_isLocalMax_four` is the four-site counter-example.

Gribov copies are different link configurations that are related by a gauge transformation and all satisfy the gauge condition, which here means sitting at a local maximum of the functional. The name comes from gauge fixing in non-abelian continuum theories. The copies here are abelian, and they come from angles that wind around a ring. Lattice simulations usually have fluctuating links in more than one dimension, often with a non-abelian gauge group, and the theorems say nothing about those cases.

```lean
import Mathlib

open Real Filter Topology ComplexConjugate

namespace LatticeGribovCopies

noncomputable section

variable {N : ℕ} [NeZero N]

/-- The lattice Landau gauge functional of links `U` on a periodic ring of `N` sites: the sum of
the real parts of the links transformed by `g`. -/
def gaugeFunctional (U g : ZMod N → ℂ) : ℝ :=
  ∑ x, (conj (g x) * U x * g (x + 1)).re

/-- The Landau gauge functional of the trivial links, as a function of the gauge angles `θ`. -/
def landau (θ : ZMod N → ℝ) : ℝ :=
  gaugeFunctional (fun _ => 1) (fun x => Complex.exp (θ x * Complex.I))

/-- The gauge angles `2πkx/N`, which wind `k` times around the ring of `N ≥ 1` sites. -/
def winding (k : ℤ) (x : ZMod N) : ℝ := 2 * π * k * (x.val : ℝ) / N

/-- For trivial links the Landau functional is the sum of the cosines of the angle differences
between neighbouring sites. -/
theorem landau_eq_sum_cos (θ : ZMod N → ℝ) :
    landau θ = ∑ x, cos (θ (x + 1) - θ x) := by
  unfold landau gaugeFunctional
  refine Finset.sum_congr rfl fun x _ => ?_
  rw [Real.cos_sub]
  simp only [mul_one, Complex.mul_re, Complex.conj_re, Complex.conj_im,
    Complex.exp_ofReal_mul_I_re, Complex.exp_ofReal_mul_I_im]
  ring

/-- Every link angle of the winding configuration equals `2πk/N` up to a multiple of `2π`,
including the link that closes the ring. -/
theorem winding_link (k : ℤ) (x : ZMod N) :
    ∃ m : ℤ, winding k (x + 1) - winding k x = 2 * π * k / N + m * (2 * π) := by
  have hN : (N : ℝ) ≠ 0 := Nat.cast_ne_zero.mpr (NeZero.ne N)
  have h0 : ((((x + 1).val : ℤ) - (x.val : ℤ) - 1 : ℤ) : ZMod N) = 0 := by
    rw [Int.cast_sub, Int.cast_sub, Int.cast_natCast, Int.cast_natCast, Int.cast_one,
      ZMod.natCast_zmod_val, ZMod.natCast_zmod_val]
    ring
  obtain ⟨c, hc⟩ := (CharP.intCast_eq_zero_iff (ZMod N) N _).1 h0
  have hr : ((x + 1).val : ℝ) - (x.val : ℝ) - 1 = N * c := by exact_mod_cast hc
  have hv : ((x + 1).val : ℝ) = x.val + 1 + N * c := by linarith
  refine ⟨k * c, ?_⟩
  unfold winding
  rw [hv, Int.cast_mul]
  field_simp
  ring

/-- The Landau functional after a perturbation `φ` of the winding configuration. -/
theorem landau_winding_add (k : ℤ) (φ : ZMod N → ℝ) :
    landau (winding k + φ) = ∑ x, cos (2 * π * k / N + (φ (x + 1) - φ x)) := by
  rw [landau_eq_sum_cos]
  refine Finset.sum_congr rfl fun x _ => ?_
  obtain ⟨m, hm⟩ := winding_link k x
  have h : (winding k + φ : ZMod N → ℝ) (x + 1) - (winding k + φ : ZMod N → ℝ) x
      = 2 * π * k / N + (φ (x + 1) - φ x) + m * (2 * π) := by
    simp only [Pi.add_apply]
    linarith
  rw [h, Real.cos_add_int_mul_two_pi]

/-- The winding configuration has the Landau functional `N cos(2πk/N)`. -/
theorem landau_winding (k : ℤ) :
    landau (winding k : ZMod N → ℝ) = N * cos (2 * π * k / N) := by
  have h := landau_winding_add (N := N) k 0
  simpa [ZMod.card] using h

/-- If all link angles lie in `[-π/2, π/2]` and their mean is `a`, the sum of their cosines is at
most `N cos a`. -/
theorem sum_cos_le (l : ZMod N → ℝ) (a : ℝ)
    (hl : ∀ x, l x ∈ Set.Icc (-(π / 2)) (π / 2)) (hs : ∑ x, l x = N * a) :
    ∑ x, cos (l x) ≤ N * cos a := by
  have hN : (N : ℝ) ≠ 0 := Nat.cast_ne_zero.mpr (NeZero.ne N)
  -- Jensen's inequality with equal weights
  have h := strictConcaveOn_cos_Icc.concaveOn.le_map_sum (t := Finset.univ)
    (w := fun _ : ZMod N => (N : ℝ)⁻¹) (p := l) (fun _ _ => by positivity)
    (by simp [ZMod.card, hN]) (fun x _ => hl x)
  simp only [smul_eq_mul, ← Finset.mul_sum] at h
  rw [hs, inv_mul_cancel_left₀ hN] at h
  calc ∑ x, cos (l x) = N * ((N : ℝ)⁻¹ * ∑ x, cos (l x)) := by
        rw [mul_inv_cancel_left₀ hN]
    _ ≤ N * cos a := mul_le_mul_of_nonneg_left h (by positivity)

/-- For `4|k| < N` the configuration of winding number `k` is a local maximum of the Landau
functional. -/
theorem isLocalMax_winding (k : ℤ) (hk : 4 * |k| < N) :
    IsLocalMax landau (winding k : ZMod N → ℝ) := by
  have hN : (0 : ℝ) < N := Nat.cast_pos.mpr (NeZero.pos N)
  have hkr : 4 * |(k : ℝ)| < N := by exact_mod_cast hk
  have h1 : 0 < (N : ℝ) + 4 * k := by linarith [neg_abs_le (k : ℝ)]
  have h2 : 0 < (N : ℝ) - 4 * k := by linarith [le_abs_self (k : ℝ)]
  have ha1 : -(π / 2) < 2 * π * k / N := by
    rw [lt_div_iff₀ hN]
    nlinarith [mul_pos pi_pos h1]
  have ha2 : 2 * π * k / N < π / 2 := by
    rw [div_lt_iff₀ hN]
    nlinarith [mul_pos pi_pos h2]
  -- nearby configurations keep every lifted link angle where cosine is concave
  have ev : ∀ᶠ θ in 𝓝 (winding k : ZMod N → ℝ), ∀ x : ZMod N,
      2 * π * k / N + ((θ (x + 1) - winding k (x + 1)) - (θ x - winding k x))
        ∈ Set.Ioo (-(π / 2)) (π / 2) := by
    rw [Filter.eventually_all]
    intro x
    have hc : Continuous fun θ : ZMod N → ℝ =>
        2 * π * k / N + ((θ (x + 1) - winding k (x + 1)) - (θ x - winding k x)) := by
      fun_prop
    refine hc.continuousAt.eventually_mem (Ioo_mem_nhds ?_ ?_)
    · simp only [sub_self, add_zero]
      exact ha1
    · simp only [sub_self, add_zero]
      exact ha2
  filter_upwards [ev] with θ h
  have e := landau_winding_add k (θ - winding k)
  rw [add_sub_cancel] at e
  rw [e, landau_winding]
  refine sum_cos_le _ _ (fun x => Set.Ioo_subset_Icc_self (h x)) ?_
  -- the changes of the link angles cancel around the ring
  have hshift : ∑ x : ZMod N, (θ - winding k : ZMod N → ℝ) (x + 1)
      = ∑ x : ZMod N, (θ - winding k : ZMod N → ℝ) x :=
    Equiv.sum_comp (Equiv.addRight (1 : ZMod N)) (θ - winding k)
  rw [Finset.sum_add_distrib, Finset.sum_sub_distrib, hshift, sub_self, add_zero,
    Finset.sum_const, Finset.card_univ, ZMod.card, nsmul_eq_mul]

/-- The global maximum of the Landau functional for trivial links is `N`, and it is attained. -/
theorem isGreatest_landau :
    IsGreatest (Set.range (landau : (ZMod N → ℝ) → ℝ)) N := by
  constructor
  · exact ⟨0, by simp [landau_eq_sum_cos, ZMod.card]⟩
  · rintro _ ⟨θ, rfl⟩
    rw [landau_eq_sum_cos]
    calc ∑ x, cos (θ (x + 1) - θ x) ≤ ∑ _x : ZMod N, (1 : ℝ) :=
          Finset.sum_le_sum fun x _ => Real.cos_le_one _
      _ = N := by simp [ZMod.card]

/-- For `k ≠ 0` and `4|k| < N` the winding configuration lies strictly below the value `N`. -/
theorem landau_winding_lt (k : ℤ) (hk : 4 * |k| < N) (h0 : k ≠ 0) :
    landau (winding k : ZMod N → ℝ) < N := by
  have hN : (0 : ℝ) < N := Nat.cast_pos.mpr (NeZero.pos N)
  have hkr : 4 * |(k : ℝ)| < N := by exact_mod_cast hk
  have h1 : 0 < (N : ℝ) + k := by linarith [neg_abs_le (k : ℝ), abs_nonneg (k : ℝ)]
  have h2 : 0 < (N : ℝ) - k := by linarith [le_abs_self (k : ℝ), abs_nonneg (k : ℝ)]
  have ha1 : -(2 * π) < 2 * π * k / N := by
    rw [lt_div_iff₀ hN]
    nlinarith [mul_pos pi_pos h1]
  have ha2 : 2 * π * k / N < 2 * π := by
    rw [div_lt_iff₀ hN]
    nlinarith [mul_pos pi_pos h2]
  have hne : 2 * π * k / N ≠ 0 :=
    div_ne_zero (mul_ne_zero (by positivity) (Int.cast_ne_zero.mpr h0)) hN.ne'
  have hlt : cos (2 * π * k / N) < 1 :=
    lt_of_le_of_ne (Real.cos_le_one _)
      fun h => hne ((Real.cos_eq_one_iff_of_lt_of_lt ha1 ha2).1 h)
  rw [landau_winding]
  nlinarith [mul_pos hN (sub_pos.mpr hlt)]

/-- Gribov copy: for trivial links on a ring of `N ≥ 5` sites, `θ_x = 2πx/N` is a local maximum of
the Landau functional with value `N cos(2π/N)`, strictly below the global maximum `N`. -/
theorem gribov_copy (hN : 5 ≤ N) :
    let θ : ZMod N → ℝ := fun x => 2 * π * (x.val : ℝ) / N
    IsLocalMax landau θ ∧ landau θ = N * cos (2 * π / N) ∧ landau θ < N ∧
      IsGreatest (Set.range (landau : (ZMod N → ℝ) → ℝ)) N := by
  intro θ
  have e : θ = winding 1 := by
    funext x
    simp [θ, winding]
  have hk : 4 * |(1 : ℤ)| < N := by
    rw [abs_one]
    omega
  rw [e]
  refine ⟨isLocalMax_winding 1 hk, ?_, landau_winding_lt 1 hk one_ne_zero, isGreatest_landau⟩
  rw [landau_winding, Int.cast_one, mul_one]

/-- On a ring of four sites the configuration of winding number one is not a local maximum of the
Landau functional. -/
theorem not_isLocalMax_four : ¬ IsLocalMax landau (winding 1 : ZMod 4 → ℝ) := by
  intro hmax
  have h : ∀ᶠ θ in 𝓝 (winding 1 : ZMod 4 → ℝ), landau θ ≤ landau (winding 1 : ZMod 4 → ℝ) :=
    hmax
  -- a direction along which the functional grows at third order
  obtain ⟨v, v0, v1, v2, v3⟩ : ∃ v : ZMod 4 → ℝ, v 0 = 0 ∧ v 1 = 2 ∧ v 2 = 1 ∧ v 3 = 0 :=
    ⟨![0, 2, 1, 0], rfl, rfl, rfl, rfl⟩
  have hc : Continuous fun t : ℝ => (winding 1 : ZMod 4 → ℝ) + t • v := by fun_prop
  have h' := (hc.tendsto' 0 (winding 1) (by simp)).eventually h
  have hI : ∀ᶠ t in 𝓝[>] (0 : ℝ), t ∈ Set.Ioo (0 : ℝ) 1 := Ioo_mem_nhdsGT one_pos
  obtain ⟨t, ht, hpos, hlt⟩ := ((h'.filter_mono nhdsWithin_le_nhds).and hI).exists
  have sum4 : ∀ f : ZMod 4 → ℝ, ∑ x, f x = f 0 + f 1 + f 2 + f 3 :=
    fun f => Fin.sum_univ_four f
  have ha : 2 * π * ((1 : ℤ) : ℝ) / ((4 : ℕ) : ℝ) = π / 2 := by
    push_cast
    ring
  have hcos : ∀ y : ℝ, cos (π / 2 + y) = -sin y := fun y => by
    rw [add_comm, Real.cos_add_pi_div_two]
  have e0 : (0 + 1 : ZMod 4) = 1 := rfl
  have e1 : (1 + 1 : ZMod 4) = 2 := rfl
  have e2 : (2 + 1 : ZMod 4) = 3 := rfl
  have e3 : (3 + 1 : ZMod 4) = 0 := rfl
  rw [landau_winding_add, landau_winding, sum4] at ht
  simp only [ha, e0, e1, e2, e3, Pi.smul_apply, smul_eq_mul, v0, v1, v2, v3, hcos,
    Real.cos_pi_div_two] at ht
  rw [show t * 2 - t * 0 = 2 * t by ring, show t * 1 - t * 2 = -t by ring,
    show t * 0 - t * 1 = -t by ring, show t * 0 - t * 0 = 0 by ring,
    Real.sin_two_mul, Real.sin_neg, Real.sin_zero] at ht
  have hs : 0 < sin t := Real.sin_pos_of_pos_of_lt_pi hpos (by linarith [Real.pi_gt_three])
  have hct : cos t < 1 := by
    nlinarith [Real.sin_sq_add_cos_sq t, pow_pos hs 2, sq_nonneg (cos t - 1)]
  nlinarith [mul_pos hs (sub_pos.mpr hct)]

end

end LatticeGribovCopies
```

```lean
#print axioms LatticeGribovCopies.gribov_copy
#print axioms LatticeGribovCopies.not_isLocalMax_four
```

```
'LatticeGribovCopies.gribov_copy' depends on axioms: [propext, Classical.choice, Quot.sound]
'LatticeGribovCopies.not_isLocalMax_four' depends on axioms: [propext, Classical.choice, Quot.sound]
```

### From the cosines to the maximum in Lean

`landau_eq_sum_cos` expands the real part of each product and recognises the subtraction formula for cosine. `winding_link` handles inner links and the closing link together: `(x + 1).val - x.val - 1` vanishes modulo $N$, so it equals $N c$ for an integer $c$, and the link angle is $a$ plus $kc$ turns. `landau_winding_add` removes those turns by periodicity, leaving the sum of $\cos \ell_x$. Setting $\varphi=0$ gives `landau_winding`.

`sum_cos_le` is the Jensen step. It applies Mathlib's concavity of cosine on $[-\pi/2,\pi/2]$ with equal weights $1/N$, then multiplies by $N$.

In `isLocalMax_winding`, `ha1` and `ha2` turn $4|k|<N$ into $-\pi/2<a<\pi/2$. The statement `ev` expresses "for small enough $\varphi$": each link angle depends continuously on $\theta$, so it stays in the open interval near the winding configuration, and `Filter.eventually_all` combines these finitely many conditions. With $\varphi=\theta-\theta^{(k)}$, where $\theta^{(k)}$ is the winding configuration, `sum_cos_le` gives the bound. Its condition on the mean follows from `hshift`, which relabels the sites by $x\mapsto x+1$ and so cancels the differences of $\varphi$.

`isGreatest_landau` uses the zero configuration and the bound $\cos\le1$ term by term. `landau_winding_lt` obtains strictness from the fact that, between $-2\pi$ and $2\pi$, cosine equals 1 only at zero. `gribov_copy` identifies its angles with `winding 1` and collects these results.

For four sites, the proof supposes a local maximum and follows the line $t\mapsto\theta^{(1)}+t\,(0,2,1,0)$. Continuity supplies some $t$ between 0 and 1 at which the functional has not risen, which contradicts $2\sin t\,(1-\cos t)>0$.

### Why maximising site by site cannot leave this configuration

When only $\theta_x$ varies, the relevant part of the functional is $\mathrm{Re}\,[\bar g_x(g_{x-1}+g_{x+1})]$, so the best $g_x$ is the phase of $g_{x-1}+g_{x+1}$. In the winding configuration

$$g_{x-1}+g_{x+1}=2\cos(a)\,g_x ,$$

and for $|a|<\pi/2$ the factor $2\cos a$ is positive. The update returns the old $g_x$ at every site, and the sweep stands still.

On a ring of 12 sites this happens at $k=0$, $\pm1$ and $\pm2$, with functional values 12, about 10.39 and 6. A calculation that wants the global maximum can start from several random gauges and keep the largest value found, although a finite number of starts does not guarantee success.

The choice of maximum affects gauge-dependent results. After the transformation every link equals $e^{ia}$ instead of 1, so even in this field-free, one-dimensional model the real part of the average link is $\cos a$ in one copy and 1 in the other, while the product of links around the ring is 1 in both.
